# Angular factors of an off-centre s-type Gaussian: a recurrence for all l, and closed forms up to l = 3 at nonzero argument

The Legendre polynomials $P_l$ are defined here by their three-term recursion, as polynomials with real coefficients. Their slopes and endpoint values are then derived from that recursion. The angular integral is defined for an arbitrary polynomial weight $p(t)$, with $t=\cos\theta$, because integration by parts replaces $P_l$ by other polynomials. The quantity of interest is

$$I_l(k)=\tfrac12\int_{-1}^{1}P_l(t)\,e^{kt}\,dt,$$

where $k$ is real. For a Gaussian seen from another centre, $k$ combines its exponent with two distances.

## The polynomials and the integral

```lean
import Mathlib

open Polynomial

namespace OffCentreGaussianAngularFactors

noncomputable section
```

The file loads Mathlib, Lean's mathematical library, and makes the notation `ℝ[X]` available for real polynomials in one variable `X`.

```lean
/-- The Legendre polynomials, generated by Bonnet's three-term recursion from `1` and `t`. -/
def legendre : ℕ → ℝ[X]
  | 0 => 1
  | 1 => X
  | n + 2 => C ((2 * (n : ℝ) + 3) / ((n : ℝ) + 2)) * X * legendre (n + 1)
      - C (((n : ℝ) + 1) / ((n : ℝ) + 2)) * legendre n
```

This reads $P_0=1$, $P_1=t$ and

$$P_{n+2}=\frac{2n+3}{n+2}\,t\,P_{n+1}-\frac{n+1}{n+2}\,P_n .$$

`C` turns a number into a constant polynomial. The normalisation is the usual one, $P_l(1)=1$.

```lean
/-- Half the integral over `t = cos θ` of a polynomial weight times `exp (k t)`. -/
def angularAverage (p : ℝ[X]) (k : ℝ) : ℝ :=
  (1 / 2) * ∫ t in (-1 : ℝ)..1, p.eval t * Real.exp (k * t)
```

For a polynomial $p$, write $A[p](k)=\frac12\int_{-1}^1 p(t)e^{kt}\,dt$. In Lean, `p.eval t` is the value $p(t)$. The factor $\frac12$ makes this an average over the sphere for a function that depends only on $\theta$.

```lean
/-- The angular factor `I_l(k)`: the average of `exp (k t)` weighted with `P_l(t)`. -/
def angularFactor (l : ℕ) (k : ℝ) : ℝ := angularAverage (legendre l) k
```

The angular factor is $I_l(k)=A[P_l](k)$.

```lean
lemma continuous_weight (p : ℝ[X]) (k : ℝ) :
    Continuous (fun t : ℝ => p.eval t * Real.exp (k * t)) :=
  p.continuous.mul (by fun_prop)
```

The integrand is continuous, hence integrable on $[-1,1]$. Later steps use this to split integrals of sums.

## Slopes and endpoint values of the Legendre polynomials

```lean
lemma bonnet (n : ℕ) (x : ℝ) :
    ((n : ℝ) + 2) * (legendre (n + 2)).eval x
      = (2 * n + 3) * x * (legendre (n + 1)).eval x - (n + 1) * (legendre n).eval x := by
  have h : (n : ℝ) + 2 ≠ 0 := by positivity
  simp only [legendre, eval_sub, eval_mul, eval_C, eval_X]
  field_simp
```

This is the recursion at a point $x$, multiplied by $n+2$:

$$(n+2)P_{n+2}=(2n+3)\,xP_{n+1}-(n+1)P_n .$$

`field_simp` clears the denominators.

```lean
lemma bonnet_derivative (n : ℕ) (x : ℝ) :
    ((n : ℝ) + 2) * (derivative (legendre (n + 2))).eval x
      = (2 * n + 3) * ((legendre (n + 1)).eval x + x * (derivative (legendre (n + 1))).eval x)
        - (n + 1) * (derivative (legendre n)).eval x := by
  have h : (n : ℝ) + 2 ≠ 0 := by positivity
  simp only [legendre, derivative_sub, derivative_mul, derivative_C, derivative_X, eval_sub,
    eval_add, eval_mul, eval_C, eval_X, eval_zero, eval_one]
  field_simp
  ring
```

Differentiating gives

$$(n+2)P'_{n+2}=(2n+3)(P_{n+1}+xP'_{n+1})-(n+1)P'_n .$$

```lean
/-- The two ladder relations linking neighbouring Legendre polynomials and their slopes. -/
theorem legendre_ladder (n : ℕ) (x : ℝ) :
    (derivative (legendre (n + 1))).eval x
        = x * (derivative (legendre n)).eval x + ((n : ℝ) + 1) * (legendre n).eval x ∧
    x * (derivative (legendre (n + 1))).eval x - (derivative (legendre n)).eval x
        = ((n : ℝ) + 1) * (legendre (n + 1)).eval x := by
  induction n with
  | zero => simp [legendre]
  | succ n ih =>
    obtain ⟨hA, hB⟩ := ih
    have b := bonnet n x
    have b' := bonnet_derivative n x
    have h2 : (n : ℝ) + 2 ≠ 0 := by positivity
    have A' : (derivative (legendre (n + 2))).eval x
        = x * (derivative (legendre (n + 1))).eval x
          + ((n : ℝ) + 2) * (legendre (n + 1)).eval x := by
      apply mul_left_cancel₀ h2
      linear_combination b' + ((n : ℝ) + 1) * hB
    rw [show n + 1 + 1 = n + 2 from rfl]
    push_cast
    constructor
    · linear_combination A'
    · linear_combination x * A' - b - hA + x * hB
```

The theorem states two relations for every $n$:

$$(A_n)\quad P'_{n+1}=xP'_n+(n+1)P_n,\qquad (B_n)\quad xP'_{n+1}-P'_n=(n+1)P_{n+1}.$$

For $n=0$ they read $1=1$ and $x=x$. For the induction step, take $P'_n$ from $(B_n)$ and insert it into the differentiated recursion:

$$(n+2)P'_{n+2}=(n+2)\,xP'_{n+1}+\big[(2n+3)+(n+1)^2\big]P_{n+1}.$$

The bracket is $(n+2)^2$, so division by $n+2$ gives $(A_{n+1})$, called `A'` in the code. Next, $x$ times $(B_n)$ combined with $(A_n)$ gives

$$(x^2-1)P'_{n+1}=(n+1)(xP_{n+1}-P_n).$$

With $(A_{n+1})$ it follows that

$$xP'_{n+2}-P'_{n+1}=(x^2-1)P'_{n+1}+(n+2)xP_{n+1}=(2n+3)xP_{n+1}-(n+1)P_n=(n+2)P_{n+2},$$

which is $(B_{n+1})$. Each `linear_combination` line names the equations to be added and their multipliers, and Lean checks the remaining algebra.

```lean
/-- The slope of `P_{l+2} - P_l` is `(2l+3) P_{l+1}`. -/
theorem derivative_legendre_sub (l : ℕ) :
    derivative (legendre (l + 2) - legendre l) = C (2 * (l : ℝ) + 3) * legendre (l + 1) := by
  apply Polynomial.funext
  intro x
  have h1 := (legendre_ladder (l + 1) x).1
  have h2 := (legendre_ladder l x).2
  rw [show l + 1 + 1 = l + 2 from rfl] at h1
  push_cast at h1
  simp only [derivative_sub, eval_sub, eval_mul, eval_C]
  linear_combination h1 + h2
```

Adding $(A_{l+1})$ and $(B_l)$ cancels $xP'_{l+1}$ and leaves

$$P'_{l+2}-P'_l=(2l+3)P_{l+1}.$$

The statement is an equality of polynomials. `Polynomial.funext` reduces it to equality at every real $x$.

```lean
lemma legendre_endpoint (s : ℝ) (hs : s ^ 2 = 1) (n : ℕ) :
    (legendre n).eval s = s ^ n ∧ (legendre (n + 1)).eval s = s ^ (n + 1) := by
  induction n with
  | zero => simp [legendre]
  | succ n ih =>
    refine ⟨ih.2, ?_⟩
    have b := bonnet n s
    rw [ih.1, ih.2] at b
    have h2 : (n : ℝ) + 2 ≠ 0 := by positivity
    rw [show n + 1 + 1 = n + 2 from rfl]
    apply mul_left_cancel₀ h2
    linear_combination b + ((n : ℝ) + 1) * s ^ n * hs
```

If $s^2=1$, then $P_n(s)=s^n$. The induction carries two neighbouring values, since the recursion needs both:

$$(n+2)P_{n+2}(s)=(2n+3)s^{n+2}-(n+1)s^n=(n+2)s^{n+2},$$

where the last step uses $s^n=s^{n+2}$.

## Integration over the polar angle

```lean
/-- Integration by parts over the polar angle for a polynomial weight times `exp (k t)`. -/
theorem angularAverage_by_parts (p : ℝ[X]) (k : ℝ) :
    angularAverage (derivative p) k + k * angularAverage p k
      = (p.eval 1 * Real.exp k - p.eval (-1) * Real.exp (-k)) / 2 := by
  have h : ∀ t ∈ Set.uIcc (-1 : ℝ) 1,
      HasDerivAt (fun t : ℝ => p.eval t * Real.exp (k * t))
        ((derivative p).eval t * Real.exp (k * t) + k * (p.eval t * Real.exp (k * t))) t := by
    intro t _
    have h1 : HasDerivAt (fun t : ℝ => k * t) k t :=
      ((hasDerivAt_id' t).const_mul k).congr_deriv (mul_one k)
    exact ((p.hasDerivAt t).fun_mul h1.exp).congr_deriv (by ring)
  have c1 := continuous_weight (derivative p) k
  have c2 : Continuous (fun t : ℝ => k * (p.eval t * Real.exp (k * t))) :=
    continuous_const.mul (continuous_weight p k)
  have hi := intervalIntegral.integral_eq_sub_of_hasDerivAt h
    ((c1.add c2).intervalIntegrable _ _)
  rw [intervalIntegral.integral_add (c1.intervalIntegrable _ _) (c2.intervalIntegrable _ _),
    intervalIntegral.integral_const_mul] at hi
  simp only [mul_one, mul_neg] at hi
  unfold angularAverage
  linear_combination hi / 2
```

The product rule gives $\frac{d}{dt}\big(p\,e^{kt}\big)=p'e^{kt}+k\,p\,e^{kt}$. Integrating from $-1$ to $1$ and halving,

$$A[p'](k)+k\,A[p](k)=\tfrac12\big(p(1)e^{k}-p(-1)e^{-k}\big).$$

In the proof, `h` is the product rule and `hi` is the fundamental theorem of calculus applied to it.

```lean
lemma angularAverage_sub (p q : ℝ[X]) (k : ℝ) :
    angularAverage (p - q) k = angularAverage p k - angularAverage q k := by
  unfold angularAverage
  simp only [eval_sub, sub_mul]
  rw [intervalIntegral.integral_sub ((continuous_weight p k).intervalIntegrable _ _)
    ((continuous_weight q k).intervalIntegrable _ _)]
  ring
```

The average of a difference is the difference of the averages: $A[p-q]=A[p]-A[q]$.

```lean
lemma angularAverage_C_mul (c : ℝ) (p : ℝ[X]) (k : ℝ) :
    angularAverage (C c * p) k = c * angularAverage p k := by
  unfold angularAverage
  simp only [eval_mul, eval_C, mul_assoc]
  rw [intervalIntegral.integral_const_mul]
  ring
```

Constants come out of the integral: $A[c\,p]=c\,A[p]$.

```lean
/-- Three-term recurrence of the angular factors, for every `l` and every real `k`. -/
theorem angularFactor_recurrence (l : ℕ) (k : ℝ) :
    k * angularFactor (l + 2) k
      = k * angularFactor l k - (2 * (l : ℝ) + 3) * angularFactor (l + 1) k := by
  -- the boundary terms cancel because `P_{l+2}` and `P_l` agree at `t = 1` and `t = -1`
  have e1 : (legendre (l + 2)).eval 1 = (legendre l).eval 1 := by
    rw [(legendre_endpoint 1 (by norm_num) (l + 1)).2,
      (legendre_endpoint 1 (by norm_num) l).1, one_pow, one_pow]
  have e2 : (legendre (l + 2)).eval (-1) = (legendre l).eval (-1) := by
    rw [(legendre_endpoint (-1) (by norm_num) (l + 1)).2,
      (legendre_endpoint (-1) (by norm_num) l).1]
    ring
  have h := angularAverage_by_parts (legendre (l + 2) - legendre l) k
  rw [derivative_legendre_sub, angularAverage_C_mul, angularAverage_sub] at h
  simp only [eval_sub, e1, e2] at h
  unfold angularFactor
  linear_combination h
```

Put $p=P_{l+2}-P_l$ into the integration by parts. At $t=\pm1$ the two polynomials agree, as `e1` and `e2` record, so the right-hand side vanishes. The slope formula turns the rest into

$$(2l+3)I_{l+1}+k\,(I_{l+2}-I_l)=0,$$

which rearranges to $kI_{l+2}=kI_l-(2l+3)I_{l+1}$. This also holds at $k=0$, where it says that $I_{l+1}(0)=0$.

## Closed forms for s, p, d and f

```lean
/-- Closed forms of the angular factors for `l = 0, 1, 2` at nonzero `k`. -/
theorem angularFactor_closed_forms (k : ℝ) (hk : k ≠ 0) :
    angularFactor 0 k = Real.sinh k / k ∧
    angularFactor 1 k = Real.cosh k / k - Real.sinh k / k ^ 2 ∧
    angularFactor 2 k = (k ^ 2 + 3) * Real.sinh k / k ^ 3 - 3 * Real.cosh k / k ^ 2 := by
  -- integration by parts with the weights `1` and `t`
  have h0 : k * angularFactor 0 k = Real.sinh k := by
    have h := angularAverage_by_parts 1 k
    have z : angularAverage 0 k = 0 := by simp [angularAverage]
    simp only [derivative_one, z, eval_one] at h
    change k * angularAverage 1 k = _
    rw [Real.sinh_eq]
    linear_combination h
  have h1 : k * angularFactor 1 k = Real.cosh k - angularFactor 0 k := by
    have h := angularAverage_by_parts X k
    simp only [derivative_X, eval_X] at h
    change k * angularAverage X k = _ - angularAverage 1 k
    rw [Real.cosh_eq]
    linear_combination h
  have h2 : k * angularFactor 2 k
      = k * angularFactor 0 k - (2 * ((0 : ℕ) : ℝ) + 3) * angularFactor 1 k :=
    angularFactor_recurrence 0 k
  have e0 : angularFactor 0 k = Real.sinh k / k := by
    rw [eq_div_iff hk]
    linear_combination h0
  have e1 : angularFactor 1 k = Real.cosh k / k - Real.sinh k / k ^ 2 := by
    apply mul_left_cancel₀ hk
    rw [h1, e0]
    field_simp
  refine ⟨e0, e1, ?_⟩
  apply mul_left_cancel₀ hk
  rw [h2, e0, e1, Nat.cast_zero]
  field_simp
  ring
```

The hypothesis `hk` is $k\neq0$, and `∧` means "and". The weights $p=1$ and $p=t$ give

$$kI_0=\frac{e^k-e^{-k}}2=\sinh k,\qquad I_0+kI_1=\frac{e^k+e^{-k}}2=\cosh k .$$

Dividing by $k$,

$$I_0=\frac{\sinh k}{k},\qquad I_1=\frac{\cosh k}{k}-\frac{\sinh k}{k^2}.$$

The recurrence at $l=0$ is $kI_2=kI_0-3I_1$, so

$$I_2=\frac{\sinh k}{k}-\frac{3\cosh k}{k^2}+\frac{3\sinh k}{k^3}=\frac{(k^2+3)\sinh k}{k^3}-\frac{3\cosh k}{k^2}.$$

The code follows the same order: `h0`, `h1` and `h2` are the equations before division, and the division by $k$ is done by `eq_div_iff hk` for $I_0$ and by `mul_left_cancel₀ hk` for $I_1$ and $I_2$. Both need $k\ne0$, as does `field_simp` when it clears the denominators.

```lean
/-- Closed form of the angular factor for `l = 3` at nonzero `k`. -/
theorem angularFactor_three (k : ℝ) (hk : k ≠ 0) :
    angularFactor 3 k = (k ^ 2 + 15) * Real.cosh k / k ^ 3
      - (6 * k ^ 2 + 15) * Real.sinh k / k ^ 4 := by
  obtain ⟨_, e1, e2⟩ := angularFactor_closed_forms k hk
  have h3 : k * angularFactor 3 k
      = k * angularFactor 1 k - (2 * ((1 : ℕ) : ℝ) + 3) * angularFactor 2 k :=
    angularFactor_recurrence 1 k
  apply mul_left_cancel₀ hk
  rw [h3, e1, e2, Nat.cast_one]
  field_simp
  ring
```

The recurrence at $l=1$ is $kI_3=kI_1-5I_2$. Inserting the previous results,

$$kI_3=\cosh k-\frac{\sinh k}{k}-\frac{5(k^2+3)\sinh k}{k^3}+\frac{15\cosh k}{k^2},$$

and division by $k$ gives

$$I_3=\frac{(k^2+15)\cosh k}{k^3}-\frac{(6k^2+15)\sinh k}{k^4}.$$

## The displaced Gaussian

```lean
/-- A Gaussian of exponent `a` centred at distance `d`, projected on `P_l` over the sphere of
radius `r`, is a radial Gaussian prefactor times the angular factor at `k = 2 a r d`. -/
theorem displaced_gaussian_projection (l : ℕ) (a r d : ℝ) :
    (1 / 2) * ∫ t in (-1 : ℝ)..1,
        (legendre l).eval t * Real.exp (-a * (r ^ 2 + d ^ 2 - 2 * r * d * t))
      = Real.exp (-a * (r ^ 2 + d ^ 2)) * angularFactor l (2 * a * r * d) := by
  have h : (fun t : ℝ =>
      (legendre l).eval t * Real.exp (-a * (r ^ 2 + d ^ 2 - 2 * r * d * t)))
      = fun t : ℝ => Real.exp (-a * (r ^ 2 + d ^ 2))
        * ((legendre l).eval t * Real.exp (2 * a * r * d * t)) := by
    funext t
    rw [show -a * (r ^ 2 + d ^ 2 - 2 * r * d * t)
      = -a * (r ^ 2 + d ^ 2) + 2 * a * r * d * t by ring, Real.exp_add]
    ring
  rw [h, intervalIntegral.integral_const_mul]
  unfold angularFactor angularAverage
  ring

end

end OffCentreGaussianAngularFactors
```

Place an s-type Gaussian of exponent $a$ at distance $d$ from the core, and look at it on a sphere of radius $r$ around the core. With $t$ the cosine of the angle measured at the core from the direction of the Gaussian's centre, the squared distance to the Gaussian's centre is $r^2+d^2-2rdt$. The exponential factorises:

$$e^{-a(r^2+d^2-2rdt)}=e^{-a(r^2+d^2)}\,e^{2ardt}.$$

The first factor does not depend on $t$ and leaves the integral, so the projection on $P_l$ is $e^{-a(r^2+d^2)}I_l(2ard)$. The identity holds for all real $a,r,d$; the physical case has $a>0$ and $r,d\ge0$. If $r$ or $d$ is zero, then $k=0$ and the closed forms do not apply, though the projection formula does.

"Projection" here means the half-integral with weight $P_l$; a normalised spherical harmonic $Y_{l0}$ along the joining line would add a factor $\sqrt{4\pi(2l+1)}$. The angular factors $I_l$ enter the matrix elements of semilocal effective core potentials: between two s-type Gaussians, the term of angular momentum $l$ contains one factor $I_l$ from each of them. The sum over $m$, which brings in the angle between the directions of the two centres, and the radial integral are not treated here.

```lean
#print axioms OffCentreGaussianAngularFactors.angularFactor_closed_forms
-- 'OffCentreGaussianAngularFactors.angularFactor_closed_forms' depends on axioms: [propext, Classical.choice, Quot.sound]
#print axioms OffCentreGaussianAngularFactors.angularFactor_three
-- 'OffCentreGaussianAngularFactors.angularFactor_three' depends on axioms: [propext, Classical.choice, Quot.sound]
#print axioms OffCentreGaussianAngularFactors.displaced_gaussian_projection
-- 'OffCentreGaussianAngularFactors.displaced_gaussian_projection' depends on axioms: [propext, Classical.choice, Quot.sound]
```
